# Saturation field h = zJ of the spin-1/2 Heisenberg antiferromagnet on finite z-regular bipartite graphs

If the field is too weak, a calculation that takes the fully polarised state as the ground state of this antiferromagnet starts from the wrong state: a single delocalised spin flip already has lower energy. Let each edge, counted once, contribute J S_i·S_j with J ≥ 0, and each site −h Sz_i, with ħ = 1. On a nonempty finite bipartite graph in which every site has z neighbours, the threshold is then exactly h = zJ. For such finite spin-1/2 clusters, this gives an exact level crossing against which to test a diagonalisation code.

```lean
import Mathlib

open Finset ComplexConjugate

namespace SaturationBipartite

noncomputable section

variable {V : Type*} [Fintype V] [DecidableEq V]
```

## Spins, exchange and field

With ħ = 1, a state assigns a complex amplitude ψ(σ) to each configuration σ, where `true` means up. Sx and Sy reverse a spin, with factors 1/2 and ±i/2 respectively, and Sz multiplies by ±1/2.

```lean
/-- A spin-1/2 state: a complex amplitude for each configuration (`true` is up). -/
abbrev State (V : Type*) := (V → Bool) → ℂ

/-- The configuration with the spin at site `i` reversed. -/
def flipAt (i : V) (σ : V → Bool) : V → Bool := Function.update σ i (!σ i)

/-- The spin component `Sx` at site `i`. -/
def Sx (i : V) (ψ : State V) : State V := fun σ => 1 / 2 * ψ (flipAt i σ)

/-- The spin component `Sy` at site `i`. -/
def Sy (i : V) (ψ : State V) : State V :=
  fun σ => (if σ i then -Complex.I / 2 else Complex.I / 2) * ψ (flipAt i σ)

/-- The spin component `Sz` at site `i`. -/
def Sz (i : V) (ψ : State V) : State V := fun σ => (if σ i then 1 / 2 else -1 / 2) * ψ σ
```

The Hamiltonian is

H = J Σ_edges S_i·S_j − h Σ_i Sz_i.

J is the antiferromagnetic exchange energy, and h is the Zeeman energy scale, with the magnetic moment absorbed into it. The code sums over ordered pairs, hence its factor J/2.

```lean
/-- The Heisenberg coupling `S_i · S_j`. -/
def bond (i j : V) (ψ : State V) : State V :=
  Sx i (Sx j ψ) + Sy i (Sy j ψ) + Sz i (Sz j ψ)

/-- The Heisenberg Hamiltonian in a field; each edge occurs in both orders with weight 1/2. -/
def hamiltonian (G : SimpleGraph V) [DecidableRel G.Adj] (J h : ℝ) (ψ : State V) : State V :=
  ((J / 2 : ℝ) : ℂ) • ∑ i, ∑ j, (if G.Adj i j then bond i j ψ else 0) - (h : ℂ) • ∑ i, Sz i ψ
```

States need not be normalised, so energies are compared through the Rayleigh quotient Re⟨ψ|Hψ⟩/⟨ψ|ψ⟩.

```lean
/-- The bra of `ψ`, as a linear functional on states. -/
def bra (ψ : State V) : State V →ₗ[ℂ] ℂ where
  toFun φ := ∑ σ, conj (ψ σ) * φ σ
  map_add' φ χ := by simp [mul_add, sum_add_distrib]
  map_smul' c φ := by simp [mul_sum, mul_left_comm]

/-- The squared norm of a state. -/
def norm2 (ψ : State V) : ℝ := ∑ σ, Complex.normSq (ψ σ)

/-- The Rayleigh quotient of the Hamiltonian. -/
def rayleigh (G : SimpleGraph V) [DecidableRel G.Adj] (J h : ℝ) (ψ : State V) : ℝ :=
  (bra ψ (hamiltonian G J h ψ)).re / norm2 ψ
```

Let N be the number of sites, d_i = `dn (σ i)` (1 for a down spin, 0 for an up spin), and m = Σ_i d_i. The reference energy is

E₀ = N(zJ/8 − h/2).

A one-magnon state superposes configurations with one down spin, at site k with amplitude ε_k.

```lean
/-- The state with every spin up. -/
def allUp : State V := fun σ => if σ = (fun _ => true) then 1 else 0

/-- One for a down spin, zero for an up spin. -/
def dn (b : Bool) : ℝ := if b then 0 else 1

/-- The energy `N (zJ/8 - h/2)` for `N` sites of coordination number `z`. -/
def E₀ (V : Type*) [Fintype V] (z : ℕ) (J h : ℝ) : ℝ := Fintype.card V * (z * J / 8 - h / 2)

/-- The configuration whose only down spin is at `k`. -/
def oneDown (k : V) : V → Bool := fun v => decide (v ≠ k)

/-- The one-magnon state with amplitude `ε k` for the down spin at `k`. -/
def magnon (ε : V → ℂ) : State V := fun σ => ∑ k, if σ = oneDown k then ε k else 0
```

## A bond as a spin exchange

Write σ′ for σ with the spins at i and j exchanged. If the two spins are equal, σ′ = σ, the xx and yy terms cancel, and zz gives 1/4. If they are opposite, xx and yy each give 1/4 times ψ(σ′), and zz gives −1/4. Both cases read

(S_i·S_j ψ)(σ) = ½ψ(σ′) − ¼ψ(σ).

The proof makes the same case split, using I² = −1.

```lean
omit [Fintype V] in
private lemma swap_eq {i j : V} {σ : V → Bool} (hs : σ i = σ j) :
    σ ∘ Equiv.swap i j = σ := by
  funext k
  simp only [Function.comp_apply, Equiv.swap_apply_def]
  split_ifs with h1 h2
  · rw [h1, hs]
  · rw [h2, hs]
  · rfl

omit [Fintype V] in
/-- On two distinct sites, `S_i · S_j` is half the spin exchange minus one quarter. -/
theorem bond_apply {i j : V} (hij : i ≠ j) (ψ : State V) (σ : V → Bool) :
    bond i j ψ σ = 1 / 2 * ψ (σ ∘ Equiv.swap i j) - 1 / 4 * ψ σ := by
  have hf : flipAt i σ j = σ j := by simp [flipAt, hij.symm]
  simp only [bond, Pi.add_apply, Sx, Sy, Sz, hf]
  by_cases hs : σ i = σ j
  · rw [swap_eq hs, hs]
    cases σ j <;> simp only [Bool.false_eq_true, reduceIte] <;>
      linear_combination (ψ (flipAt j (flipAt i σ)) / 4) * Complex.I_sq
  · have a : (!σ i) = σ j := by cases hi : σ i <;> cases hj : σ j <;> simp_all
    have b : (!σ j) = σ i := by rw [← a, Bool.not_not]
    have hx : σ ∘ Equiv.swap i j = flipAt j (flipAt i σ) := by
      funext k
      simp only [Function.comp_apply, Equiv.swap_apply_def, flipAt, Function.update_apply]
      by_cases h1 : k = i
      · simp [h1, hij, a]
      · by_cases h2 : k = j
        · simp [h2, hij.symm, b]
        · simp [h1, h2]
    rw [hx, ← a]
    cases σ i <;> simp only [Bool.not_false, Bool.not_true, Bool.false_eq_true, reduceIte] <;>
      linear_combination (-ψ (flipAt j (flipAt i σ)) / 4) * Complex.I_sq
```

## The lower bound for one bond

The claim is

⟨ψ|S_i·S_j|ψ⟩ ≥ Σ_σ (¼ − d_i − d_j)|ψ(σ)|².

For equal spins the left side contributes ¼|ψ(σ)|², and the right side has coefficient ¼ or −7/4. For opposite spins, take σ and σ′ together. Left minus right is

Re(ψ(σ)* ψ(σ′)) + ½(|ψ(σ)|² + |ψ(σ′)|²) = ½|ψ(σ) + ψ(σ′)|² ≥ 0.

In Lean, `hpt` is this pointwise inequality, and `hsum` uses the fact that exchanging twice restores σ. Two short lemmas first extract the real parts.

```lean
private lemma re_aux (r s : ℝ) (a b : ℂ) : (conj a * ((r : ℂ) * b - (s : ℂ) * a)).re =
    r * (a.re * b.re + a.im * b.im) - s * Complex.normSq a := by
  simp only [Complex.mul_re, Complex.mul_im, Complex.sub_re, Complex.sub_im, Complex.conj_re,
    Complex.conj_im, Complex.ofReal_re, Complex.ofReal_im, Complex.normSq_apply]
  ring

private lemma re_diag (r : ℝ) (a : ℂ) : (conj a * ((r : ℂ) * a)).re = r * Complex.normSq a := by
  have := re_aux r 0 a a
  simpa [Complex.normSq_apply] using this

/-- A bond expectation is at least that of one quarter minus the number of its down spins. -/
theorem bond_lower {i j : V} (hij : i ≠ j) (ψ : State V) :
    ∑ σ, (1 / 4 - dn (σ i) - dn (σ j)) * Complex.normSq (ψ σ) ≤ (bra ψ (bond i j ψ)).re := by
  let F : (V → Bool) → ℝ := fun σ => (1 / 2 - dn (σ i) - dn (σ j)) * Complex.normSq (ψ σ)
  have hinv : Function.Involutive (fun σ : V → Bool => σ ∘ Equiv.swap i j) := by
    intro σ; funext k; simp
  have hsum : ∑ σ, F (σ ∘ Equiv.swap i j) = ∑ σ, F σ := Equiv.sum_comp hinv.toPerm F
  have hpt : ∀ σ, F σ + F (σ ∘ Equiv.swap i j) ≤
      2 * (conj (ψ σ) * bond i j ψ σ).re + 1 / 2 * Complex.normSq (ψ σ) := by
    intro σ
    have e := re_aux (1 / 2) (1 / 4) (ψ σ) (ψ (σ ∘ Equiv.swap i j))
    push_cast at e
    rw [bond_apply hij, e]
    by_cases hs : σ i = σ j
    · rw [swap_eq hs]
      simp only [F, hs, Complex.normSq_apply]
      cases σ j <;> simp only [dn, Bool.false_eq_true, reduceIte] <;>
        nlinarith [sq_nonneg (ψ σ).re, sq_nonneg (ψ σ).im]
    · have hd : dn (σ i) + dn (σ j) = 1 := by
        cases hi : σ i <;> cases hj : σ j <;> simp_all [dn]
      have hd' : dn (σ i) = 1 - dn (σ j) := by linarith
      simp only [F, Function.comp_apply, Equiv.swap_apply_left, Equiv.swap_apply_right, hd',
        Complex.normSq_apply]
      nlinarith [sq_nonneg ((ψ σ).re + (ψ (σ ∘ Equiv.swap i j)).re),
        sq_nonneg ((ψ σ).im + (ψ (σ ∘ Equiv.swap i j)).im)]
  have ht := sum_le_sum fun σ (_ : σ ∈ univ) => hpt σ
  rw [sum_add_distrib, sum_add_distrib, hsum, ← mul_sum, ← mul_sum] at ht
  have hG : ∑ σ, (1 / 4 - dn (σ i) - dn (σ j)) * Complex.normSq (ψ σ) =
      ∑ σ, F σ - 1 / 4 * ∑ σ, Complex.normSq (ψ σ) := by
    rw [mul_sum, ← sum_sub_distrib]
    exact sum_congr rfl fun σ _ => by simp only [F]; ring
  change _ ≤ (∑ σ, conj (ψ σ) * bond i j ψ σ).re
  rw [Complex.re_sum, hG]
  linarith
```

## Summing over the graph

There are zN/2 edges, and each down spin touches z of them. The bond bounds and the field therefore add up, for each configuration, to

J(zN/8 − zm) − h(N/2 − m) = E₀ + (h − zJ)m.

`energy_eq` separates exchange from field, `adj_sum` counts neighbours, and `sum_identity` combines them.

```lean
variable {G : SimpleGraph V} [DecidableRel G.Adj] {z : ℕ} {J h : ℝ}

private lemma energy_eq (ψ : State V) : (bra ψ (hamiltonian G J h ψ)).re =
    J / 2 * ∑ i, ∑ j, (if G.Adj i j then (bra ψ (bond i j ψ)).re else 0) -
    h * ∑ i, ∑ σ, (1 / 2 - dn (σ i)) * Complex.normSq (ψ σ) := by
  have hi : ∀ i j, (bra ψ (if G.Adj i j then bond i j ψ else 0)).re =
      if G.Adj i j then (bra ψ (bond i j ψ)).re else 0 := by
    intro i j; by_cases q : G.Adj i j <;> simp [q]
  have hz : ∀ i, (bra ψ (Sz i ψ)).re = ∑ σ, (1 / 2 - dn (σ i)) * Complex.normSq (ψ σ) := by
    intro i
    change (∑ σ, conj (ψ σ) * Sz i ψ σ).re = _
    rw [Complex.re_sum]
    refine sum_congr rfl fun σ _ => ?_
    rw [← re_diag]
    unfold Sz dn
    cases σ i <;> norm_num
  simp only [hamiltonian, map_sub, map_smul, map_sum, smul_eq_mul, Complex.sub_re,
    Complex.re_ofReal_mul, Complex.re_sum, hi, hz]

omit [DecidableEq V] in
private lemma adj_sum (hr : G.IsRegularOfDegree z) (f : V → ℝ) :
    ∑ i, ∑ j, (if G.Adj i j then 1 / 4 - f i - f j else 0) =
      z * (Fintype.card V / 4 - 2 * ∑ i, f i) := by
  obtain ⟨A, hA⟩ : ∃ A : V → V → ℝ, ∀ i j, A i j = if G.Adj i j then 1 else 0 :=
    ⟨_, fun _ _ => rfl⟩
  have r : ∀ i c, ∑ j, c * A i j = c * z := by
    intro i c
    rw [← mul_sum]
    simp only [hA]
    rw [sum_boole, ← hr i, ← G.card_neighborFinset_eq_degree, G.neighborFinset_eq_filter]
  have e : ∀ i j, (if G.Adj i j then 1 / 4 - f i - f j else 0) =
      1 / 4 * A i j - f i * A i j - f j * A j i := by
    intro i j
    rw [hA, hA]
    by_cases q : G.Adj i j
    · simp [q, q.symm]
    · have q' : ¬ G.Adj j i := fun t => q t.symm
      simp [q, q']
  have h2 : ∑ i, ∑ j, f j * A j i = (∑ i, f i) * z := by
    rw [sum_comm]; simp only [r, sum_mul]
  simp only [e, sum_sub_distrib]
  rw [h2]
  simp only [r, ← sum_mul, sum_const, card_univ, nsmul_eq_mul]
  ring

private lemma sum_identity (hr : G.IsRegularOfDegree z) (n : (V → Bool) → ℝ) :
    J / 2 * ∑ i, ∑ j, (if G.Adj i j then ∑ σ, (1 / 4 - dn (σ i) - dn (σ j)) * n σ else 0) -
      h * ∑ i, ∑ σ, (1 / 2 - dn (σ i)) * n σ =
    ∑ σ, (E₀ V z J h + (h - z * J) * ∑ i, dn (σ i)) * n σ := by
  have h1 : ∑ i, ∑ j, (if G.Adj i j then ∑ σ, (1 / 4 - dn (σ i) - dn (σ j)) * n σ else 0) =
      ∑ σ, (∑ i, ∑ j, if G.Adj i j then 1 / 4 - dn (σ i) - dn (σ j) else 0) * n σ := by
    symm
    simp only [sum_mul]
    rw [sum_comm]
    refine sum_congr rfl fun i _ => ?_
    rw [sum_comm]
    refine sum_congr rfl fun j _ => ?_
    by_cases q : G.Adj i j <;> simp [q]
  rw [h1, sum_comm (f := fun i σ => (1 / 2 - dn (σ i)) * n σ), mul_sum, mul_sum,
    ← sum_sub_distrib]
  refine sum_congr rfl fun σ _ => ?_
  rw [adj_sum hr (fun i => dn (σ i)), ← sum_mul, sum_sub_distrib, sum_const, card_univ,
    nsmul_eq_mul, E₀]
  ring
```

Since J ≥ 0, multiplying by J preserves the bond inequality, so

⟨ψ|H|ψ⟩ ≥ Σ_σ [E₀ + (h − zJ)m(σ)] |ψ(σ)|².

```lean
/-- For `J ≥ 0` on a `z`-regular graph, the unnormalised energy `Re ⟨ψ|Hψ⟩` is at least the sum over
configurations `σ` of `(E₀ + (h - zJ) m) |ψ σ|²`, where `m` is the number of down spins in `σ`. -/
theorem energy_lower (hJ : 0 ≤ J) (hr : G.IsRegularOfDegree z) (ψ : State V) :
    ∑ σ, (E₀ V z J h + (h - z * J) * ∑ i, dn (σ i)) * Complex.normSq (ψ σ) ≤
      (bra ψ (hamiltonian G J h ψ)).re := by
  rw [energy_eq, ← sum_identity hr]
  refine sub_le_sub_right (mul_le_mul_of_nonneg_left ?_ (by positivity)) _
  refine sum_le_sum fun i _ => sum_le_sum fun j _ => ?_
  split_ifs with q
  · exact bond_lower q.ne ψ
  · exact le_rfl
```

Equality holds if, on every edge, ψ(σ′) = (1 − 2d_i − 2d_j)ψ(σ), because then

½(1 − 2d_i − 2d_j) − ¼ = ¼ − d_i − d_j.

```lean
private lemma energy_exact (hr : G.IsRegularOfDegree z) (ψ : State V)
    (hψ : ∀ i j, G.Adj i j → ∀ σ, ψ (σ ∘ Equiv.swap i j) =
      ((1 - 2 * dn (σ i) - 2 * dn (σ j) : ℝ) : ℂ) * ψ σ) :
    (bra ψ (hamiltonian G J h ψ)).re =
      ∑ σ, (E₀ V z J h + (h - z * J) * ∑ i, dn (σ i)) * Complex.normSq (ψ σ) := by
  rw [energy_eq, ← sum_identity hr]
  congr 2
  refine sum_congr rfl fun i _ => sum_congr rfl fun j _ => ?_
  split_ifs with q
  · change (∑ σ, conj (ψ σ) * bond i j ψ σ).re = _
    rw [Complex.re_sum]
    refine sum_congr rfl fun σ _ => ?_
    rw [bond_apply q.ne, hψ i j q, ← re_diag]
    congr 2
    push_cast
    ring
  · rfl
```

## Two states that reach the bound

The all-up state satisfies the condition with m = 0, so its energy is E₀.

```lean
private lemma norm2_pos {ψ : State V} (hψ : ψ ≠ 0) : 0 < norm2 ψ := by
  obtain ⟨σ, hσ⟩ := Function.ne_iff.mp hψ
  exact sum_pos' (fun _ _ => Complex.normSq_nonneg _) ⟨σ, mem_univ _, Complex.normSq_pos.mpr hσ⟩

/-- The all-up state has Rayleigh quotient `N (zJ/8 - h/2)`. -/
theorem rayleigh_allUp (hr : G.IsRegularOfDegree z) :
    rayleigh G J h allUp = E₀ V z J h := by
  have hx : ∀ i j, G.Adj i j → ∀ σ : V → Bool, allUp (σ ∘ Equiv.swap i j) =
      ((1 - 2 * dn (σ i) - 2 * dn (σ j) : ℝ) : ℂ) * allUp σ := by
    intro i j _ σ
    by_cases hs : σ = fun _ => true
    · subst hs
      simp [allUp, dn, Function.comp_def]
    · have hs' : σ ∘ Equiv.swap i j ≠ fun _ => true := by
        intro t
        apply hs
        funext k
        simpa using congrFun t (Equiv.swap i j k)
      simp [allUp, hs, hs']
  rw [rayleigh, energy_exact hr _ hx, norm2]
  simp [allUp, dn, apply_ite Complex.normSq]
```

For a magnon with ε_j = −ε_i on every edge, exchange across an edge holding the down spin changes the sign; any other exchange leaves the amplitude alone. The condition holds with m = 1, giving E₀ + h − zJ.

```lean
omit [Fintype V] in
private lemma dn_oneDown (k v : V) : dn (oneDown k v) = if v = k then 1 else 0 := by
  by_cases q : v = k <;> simp [dn, oneDown, q]

private lemma magnon_oneDown (ε : V → ℂ) (k : V) : magnon ε (oneDown k) = ε k := by
  have hi : ∀ l, oneDown k = oneDown l ↔ k = l := by
    refine fun l => ⟨fun t => ?_, fun t => by rw [t]⟩
    simpa [oneDown] using congrFun t k
  simp [magnon, hi]

private lemma magnon_zero (ε : V → ℂ) {σ : V → Bool} (hs : ∀ k, σ ≠ oneDown k) :
    magnon ε σ = 0 := by simp [magnon, hs]

/-- A one-magnon state whose amplitude changes sign across every edge has
Rayleigh quotient `E₀ + h - zJ`. -/
theorem rayleigh_magnon (hr : G.IsRegularOfDegree z) {ε : V → ℂ}
    (hε : ∀ i j, G.Adj i j → ε j = -ε i) (h0 : magnon ε ≠ 0) :
    rayleigh G J h (magnon ε) = E₀ V z J h + (h - z * J) := by
  have hsw : ∀ i j k : V, oneDown k ∘ Equiv.swap i j = oneDown (Equiv.swap i j k) := by
    intro i j k; funext v; simp [oneDown, Equiv.swap_apply_eq_iff]
  have hx : ∀ i j, G.Adj i j → ∀ σ, magnon ε (σ ∘ Equiv.swap i j) =
      ((1 - 2 * dn (σ i) - 2 * dn (σ j) : ℝ) : ℂ) * magnon ε σ := by
    intro i j q σ
    by_cases hs : ∃ k, σ = oneDown k
    · obtain ⟨k, rfl⟩ := hs
      rw [hsw, magnon_oneDown, magnon_oneDown, dn_oneDown, dn_oneDown]
      by_cases h1 : k = i
      · rw [h1, Equiv.swap_apply_left, if_pos rfl, if_neg q.ne.symm, hε i j q]
        push_cast; ring
      · by_cases h2 : k = j
        · rw [h2, Equiv.swap_apply_right, if_pos rfl, if_neg q.ne, hε j i q.symm]
          push_cast; ring
        · rw [Equiv.swap_apply_of_ne_of_ne h1 h2, if_neg (Ne.symm h1), if_neg (Ne.symm h2)]
          push_cast; ring
    · push Not at hs
      rw [magnon_zero ε hs, mul_zero]
      refine magnon_zero ε fun k t => hs (Equiv.swap i j k) ?_
      rw [← hsw, ← t]
      funext v; simp
  rw [rayleigh, energy_exact hr _ hx, div_eq_iff (norm2_pos h0).ne', norm2, mul_sum]
  refine sum_congr rfl fun σ _ => ?_
  by_cases hs : ∃ k, σ = oneDown k
  · obtain ⟨k, rfl⟩ := hs
    simp [dn_oneDown]
  · push Not at hs
    simp [magnon_zero ε hs]
```

Two sublattices supply these signs: ε = 1 on one and −1 on the other, or ±1/√N after normalisation. In Lean, bipartite is `G.Colorable 2`.

```lean
omit [DecidableRel G.Adj] in
private lemma exists_magnon [Nonempty V] (hb : G.Colorable 2) :
    ∃ ε : V → ℂ, (∀ i j, G.Adj i j → ε j = -ε i) ∧ magnon ε ≠ 0 := by
  obtain ⟨C⟩ := hb
  have hc : ∀ a b : Fin 2, a ≠ b →
      (if b = 0 then (1 : ℂ) else -1) = -(if a = 0 then 1 else -1) := by
    intro a b; fin_cases a <;> fin_cases b <;> simp
  refine ⟨fun v => if C v = 0 then 1 else -1, fun i j q => hc _ _ (C.valid q), fun t => ?_⟩
  have k := Classical.arbitrary V
  have := congrFun t (oneDown k)
  rw [magnon_oneDown] at this
  by_cases q : C k = 0 <;> simp [q] at this
```

## The threshold and the gap

If the all-up state is a minimiser, comparison with the magnon gives E₀ ≤ E₀ + h − zJ, hence h ≥ zJ. Conversely, if h ≥ zJ, every weight in the lower bound is at least E₀. Only the first direction uses bipartiteness. The theorem quantifies over all nonzero states and includes z = 0 and J = 0; open chains of three or more sites are not regular, and odd rings are not bipartite.

```lean
/-- Saturation field: on a nonempty finite `z`-regular bipartite graph with `J ≥ 0`, the all-up
state minimises the Rayleigh quotient if and only if `h ≥ zJ`. -/
theorem saturation_iff [Nonempty V] (hJ : 0 ≤ J) (hr : G.IsRegularOfDegree z)
    (hb : G.Colorable 2) :
    (∀ ψ : State V, ψ ≠ 0 → rayleigh G J h allUp ≤ rayleigh G J h ψ) ↔ z * J ≤ h := by
  rw [rayleigh_allUp hr]
  constructor
  · -- the staggered magnon must not lie below the all-up state
    intro H
    obtain ⟨ε, hε, h0⟩ := exists_magnon hb
    have := H _ h0
    rw [rayleigh_magnon hr hε h0] at this
    linarith
  · intro hh ψ hψ
    rw [rayleigh, le_div_iff₀ (norm2_pos hψ), norm2, mul_sum]
    refine le_trans (sum_le_sum fun σ _ => ?_) (energy_lower hJ hr ψ)
    have hd : 0 ≤ ∑ i, dn (σ i) := sum_nonneg fun i _ => by unfold dn; split_ifs <;> norm_num
    exact mul_le_mul_of_nonneg_right
      (le_add_of_nonneg_right (mul_nonneg (sub_nonneg.mpr hh) hd)) (Complex.normSq_nonneg _)
```

A state with no all-up component has m ≥ 1 wherever its amplitude is nonzero. For h ≥ zJ its energy is thus at least E₀ + h − zJ, and the magnon attains this. `IsLeast` records both facts. The separation h − zJ closes at the threshold.

```lean
/-- For `h ≥ zJ`, the least Rayleigh quotient among nonzero states with no all-up component
is `E₀ + h - zJ`. -/
theorem saturated_gap [Nonempty V] (hJ : 0 ≤ J) (hr : G.IsRegularOfDegree z)
    (hb : G.Colorable 2) (hh : z * J ≤ h) :
    IsLeast {E | ∃ ψ : State V, ψ ≠ 0 ∧ ψ (fun _ => true) = 0 ∧ rayleigh G J h ψ = E}
      (E₀ V z J h + (h - z * J)) := by
  constructor
  · obtain ⟨ε, hε, h0⟩ := exists_magnon hb
    refine ⟨magnon ε, h0, magnon_zero ε fun k t => ?_, rayleigh_magnon hr hε h0⟩
    simpa [oneDown] using congrFun t k
  · rintro E ⟨ψ, hψ, hup, rfl⟩
    rw [rayleigh, le_div_iff₀ (norm2_pos hψ), norm2, mul_sum]
    refine le_trans (sum_le_sum fun σ _ => ?_) (energy_lower hJ hr ψ)
    by_cases hs : σ = fun _ => true
    · simp [hs, hup]
    · -- every other configuration has at least one down spin
      obtain ⟨k, hk⟩ := Function.ne_iff.mp hs
      have hd : dn (σ k) ≤ ∑ i, dn (σ i) := single_le_sum (f := fun i => dn (σ i))
        (fun i _ => by unfold dn; split_ifs <;> norm_num) (mem_univ k)
      have h1 : dn (σ k) = 1 := by simp [dn, hk]
      refine mul_le_mul_of_nonneg_right ?_ (Complex.normSq_nonneg _)
      nlinarith [mul_nonneg (sub_nonneg.mpr hh) (sub_nonneg.mpr (h1 ▸ hd))]

end

end SaturationBipartite
```

## Two spins with J = 1

Here z = 1 and E₀ = ¼ − h. The normalised magnon is the singlet (|↓↑⟩ − |↑↓⟩)/√2, with energy −¾. At h = 0.8 the all-up energy is −0.55, above the singlet. At h = 1.5 it is −1.25, below the singlet by 0.5 = h − zJ. The two cross at h = 1.

```lean
#print axioms SaturationBipartite.saturation_iff
#print axioms SaturationBipartite.saturated_gap
```

```
'SaturationBipartite.saturation_iff' depends on axioms: [propext, Classical.choice, Quot.sound]
'SaturationBipartite.saturated_gap' depends on axioms: [propext, Classical.choice, Quot.sound]
```
